# The sum of all exchanges of N d-level sites is at least N(N−d²)/(2d), with equality exactly on SU(d) singlets

Take N sites, each with d ≥ 1 levels, and let P_ij exchange the states of sites i and j. How low can the expectation value of T = Σ_{i<j} P_ij go, and which states get there?

A configuration s assigns a level s_i to each site, and a state v assigns a complex amplitude v(s) to each configuration. States need not be normalised, so the expectation value is ⟨v,Tv⟩/⟨v,v⟩ for v ≠ 0; the docstrings use the word for ⟨v,Tv⟩ itself. The inner product ⟨v,w⟩ = Σ_s v(s)* w(s) is written `star v ⬝ᵥ w` in Lean. Sites and levels are numbered from 0.

## States and operators

```lean
import Mathlib

open Matrix

namespace SingletBound

noncomputable section

/-- States of `N` sites with `d` levels each, as amplitudes on the basis configurations. -/
abbrev State (N d : ℕ) := (Fin N → Fin d) → ℂ
```

`Fin N → Fin d` is the type of configurations, so `State N d` is the full dᴺ-dimensional space.

```lean
/-- The operator that exchanges the sites `i` and `j`. -/
def exchange {N d : ℕ} (i j : Fin N) : State N d →ₗ[ℂ] State N d :=
  LinearMap.funLeft ℂ ℂ (fun s : Fin N → Fin d => s ∘ Equiv.swap i j)
```

The arrow `→ₗ[ℂ]` denotes a complex-linear map. The exchange permutes the arguments of the amplitude: (P_ij v)(s) = v(s with s_i and s_j swapped).

```lean
/-- The sum `T` of all site transpositions, each pair of sites counted once. -/
def transpositionSum (N d : ℕ) : State N d →ₗ[ℂ] State N d :=
  ∑ i, ∑ j with i < j, exchange i j
```

This is T, with each pair counted once.

```lean
/-- The collective matrix unit `E_ab`: the sum over sites of the operator taking level `b`
to level `a`. -/
def collectiveUnit {N d : ℕ} (a b : Fin d) : State N d →ₗ[ℂ] State N d where
  toFun v s := ∑ i, if s i = a then v (Function.update s i b) else 0
  map_add' v w := by
    funext s
    simp only [Pi.add_apply, ← Finset.sum_add_distrib]
    refine Finset.sum_congr rfl fun i _ => ?_
    split_ifs <;> simp
  map_smul' c v := by
    funext s
    simp only [Pi.smul_apply, smul_eq_mul, RingHom.id_apply, Finset.mul_sum, mul_ite, mul_zero]
```

E_ab sums over sites the operator |a⟩⟨b|. With s[i→b] for s with site i reset to b,

(E_ab v)(s) = Σ_{i: s_i=a} v(s[i→b]).

The two remaining fields prove linearity.

```lean
/-- The traceless generator `E_ab - δ_ab N/d`, for `d ≥ 1`. -/
def tracelessUnit {N d : ℕ} (a b : Fin d) : State N d →ₗ[ℂ] State N d :=
  collectiveUnit a b - (if a = b then (N / d : ℂ) else 0) • LinearMap.id
```

These are F_ab = E_ab − δ_ab N/d, the SU(d) generators in ladder form: their Hermitian combinations generate the same SU(d) rotation on every site. A singlet is a state that all of them annihilate.

## From exchanges to the quadratic Casimir

```lean
/-- The amplitudes of `T v` are sums of amplitudes of `v` with two sites exchanged. -/
theorem transpositionSum_apply {N d : ℕ} (v : State N d) (s : Fin N → Fin d) :
    transpositionSum N d v s = ∑ i, ∑ j with i < j, v (s ∘ Equiv.swap i j) := by
  simp only [transpositionSum, exchange, LinearMap.sum_apply, Finset.sum_apply,
    LinearMap.funLeft_apply]
```

This writes out T in amplitudes: (Tv)(s) = Σ_{i<j} (P_ij v)(s).

```lean
/-- A symmetric pair quantity summed over all ordered pairs is twice its sum over distinct
pairs plus its diagonal part. -/
theorem sum_pairs {N : ℕ} (f : Fin N → Fin N → ℂ) (hf : ∀ i j, f i j = f j i) :
    ∑ i, ∑ j, f i j = 2 * (∑ i, ∑ j with i < j, f i j) + ∑ i, f i i := by
  have h : ∀ i j, f i j = (if i < j then f i j else 0) + (if j < i then f j i else 0)
      + (if i = j then f i i else 0) := by
    intro i j
    rcases lt_trichotomy i j with h | h | h
    · simp [h, h.not_gt, h.ne]
    · subst h; simp
    · simp [h, h.not_gt, h.ne', hf i j]
  have h2 : ∑ i, ∑ j, (if j < i then f j i else 0) = ∑ i, ∑ j, if i < j then f i j else 0 :=
    Finset.sum_comm
  rw [Finset.sum_congr rfl fun i _ => Finset.sum_congr rfl fun j _ => h i j]
  simp only [Finset.sum_add_distrib, Finset.sum_ite_eq, Finset.mem_univ, ↓reduceIte,
    Finset.sum_filter]
  rw [h2]
  ring
```

For symmetric f, Σ_{i,j} f_ij = 2 Σ_{i<j} f_ij + Σ_i f_ii. The proof splits each term by whether i < j, i = j or i > j.

```lean
/-- For `d ≥ 1`, the quadratic Casimir of the traceless generators is `2T - N(N-d²)/d`. -/
theorem sum_tracelessUnit_sq {N d : ℕ} (hd : 0 < d) (v : State N d) :
    ∑ a, ∑ b, tracelessUnit b a (tracelessUnit a b v)
      = (2 : ℂ) • transpositionSum N d v - (N * (N - d ^ 2) / d : ℂ) • v := by
  have hd' : (d : ℂ) ≠ 0 := Nat.cast_ne_zero.2 hd.ne'
  -- every site occupies exactly one level
  have hnum : ∑ a, collectiveUnit a a v = (N : ℂ) • v := by
    funext s
    simp only [Finset.sum_apply, collectiveUnit, LinearMap.coe_mk, AddHom.coe_mk]
    rw [Finset.sum_comm]
    simp
  -- two matrix units on sites `i` and `j` combine to an exchange
  have hpair : ∀ (s : Fin N → Fin d) (i j : Fin N),
      (∑ a, if Function.update s i a j = a
        then v (Function.update (Function.update s i a) j (s i)) else 0)
      = v (s ∘ Equiv.swap i j) + if i = j then ((d : ℂ) - 1) * v s else 0 := by
    intro s i j
    rcases eq_or_ne i j with rfl | h
    · simp
      ring
    · have hu : Function.update (Function.update s i (s j)) j (s i) = s ∘ Equiv.swap i j := by
        funext k
        by_cases hj : k = j
        · subst hj; simp
        · by_cases hi : k = i
          · subst hi; simp [hj]
          · simp [hj, hi, Equiv.swap_apply_of_ne_of_ne hi hj]
      simp only [Function.update_of_ne h.symm, Finset.sum_ite_eq, Finset.mem_univ, ↓reduceIte,
        hu, if_neg h, add_zero]
  have hcas : ∑ a, ∑ b, collectiveUnit b a (collectiveUnit a b v)
      = (N * d : ℂ) • v + (2 : ℂ) • transpositionSum N d v := by
    funext s
    have hp := sum_pairs (fun i j => v (s ∘ Equiv.swap i j)) (fun i j =>
      congrArg (fun σ : Equiv.Perm (Fin N) => v (s ∘ σ)) (Equiv.swap_comm i j))
    simp only [Equiv.swap_self, Equiv.coe_refl, Function.comp_id, Finset.sum_const,
      Finset.card_univ, Fintype.card_fin, nsmul_eq_mul] at hp
    simp only [Finset.sum_apply, Pi.add_apply, Pi.smul_apply, smul_eq_mul,
      transpositionSum_apply]
    calc ∑ a, ∑ b, collectiveUnit b a (collectiveUnit a b v) s
        = ∑ a, ∑ i, ∑ j, (if Function.update s i a j = a
            then v (Function.update (Function.update s i a) j (s i)) else 0) := by
          refine Finset.sum_congr rfl fun a _ => ?_
          simp only [collectiveUnit, LinearMap.coe_mk, AddHom.coe_mk]
          rw [Finset.sum_comm]
          refine Finset.sum_congr rfl fun i _ => ?_
          rw [Finset.sum_ite_eq, if_pos (Finset.mem_univ _)]
      _ = ∑ i, ∑ j, ∑ a, (if Function.update s i a j = a
            then v (Function.update (Function.update s i a) j (s i)) else 0) := by
          rw [Finset.sum_comm]
          exact Finset.sum_congr rfl fun i _ => Finset.sum_comm
      _ = _ := by
          simp only [hpair, Finset.sum_add_distrib, Finset.sum_ite_eq, Finset.mem_univ,
            ↓reduceIte, Finset.sum_const, Finset.card_univ, Fintype.card_fin, nsmul_eq_mul]
          linear_combination hp
  have hexp : ∀ a b, tracelessUnit b a (tracelessUnit a b v)
      = collectiveUnit b a (collectiveUnit a b v)
        - if a = b then (2 * (N / d) : ℂ) • collectiveUnit a a v - (N / d : ℂ) ^ 2 • v
          else 0 := by
    intro a b
    by_cases h : a = b
    · subst h
      simp only [tracelessUnit, LinearMap.sub_apply, LinearMap.smul_apply, LinearMap.id_apply,
        map_sub, map_smul, ↓reduceIte]
      module
    · simp [tracelessUnit, h, Ne.symm h]
  have hconst : ∑ _a : Fin d, v = (d : ℂ) • v := by
    rw [Finset.sum_const, Finset.card_univ, Fintype.card_fin, Nat.cast_smul_eq_nsmul]
  have hc : (N * (N - d ^ 2) / d : ℂ) = 2 * (N / d) * N - (N / d) ^ 2 * d - N * d := by
    field_simp
    ring
  simp only [hexp, Finset.sum_sub_distrib, Finset.sum_ite_eq, Finset.mem_univ, ↓reduceIte,
    ← Finset.smul_sum, hnum, hcas, hconst]
  rw [hc]
  module
```

The theorem states, for every v,

Σ_ab F_ba F_ab v = 2Tv − (N(N−d²)/d) v.

By hand, apply the definition of E twice. The sum over b fixes b = s_i, leaving

Σ_ab (E_ba E_ab v)(s) = Σ_{i,j} Σ_a [s[i→a]_j = a] v(s[i→a][j→s_i]),

where the bracket is 1 if its condition holds and 0 otherwise. For i ≠ j only a = s_j survives, and the two sites have been exchanged. For i = j every a contributes v(s), giving d v(s). Hence

Σ_ab E_ba E_ab = 2T + Nd.

Each site occupies one level, so Σ_a E_aa = N. Expanding the F's gives

2T + Nd − 2(N/d)N + d(N/d)² = 2T − N(N−d²)/d.

In the code, `hpair` is the case split, `hcas` the sum for the E's, `hnum` the level count and `hexp` the expansion.

## The bound as a sum of squares

```lean
/-- The collective matrix units `E_ab` and `E_ba` are adjoint to each other. -/
theorem collectiveUnit_adjoint {N d : ℕ} (a b : Fin d) (v w : State N d) :
    star v ⬝ᵥ collectiveUnit a b w = star (collectiveUnit b a v) ⬝ᵥ w := by
  simp only [dotProduct, Pi.star_apply, collectiveUnit, LinearMap.coe_mk, AddHom.coe_mk,
    Finset.mul_sum, star_sum, Finset.sum_mul]
  rw [Finset.sum_comm]
  refine Eq.trans ?_ Finset.sum_comm
  refine Finset.sum_congr rfl fun i _ => ?_
  simp only [apply_ite star, star_zero, mul_ite, ite_mul, mul_zero, zero_mul]
  rw [← Finset.sum_filter, ← Finset.sum_filter]
  -- configurations with level `a` at site `i` match those with level `b` there
  refine Finset.sum_nbij' (fun s => Function.update s i b) (fun s => Function.update s i a)
    ?_ ?_ ?_ ?_ ?_
  · intro s _; simp
  · intro s _; simp
  · intro s hs
    have h : s i = a := (Finset.mem_filter.1 hs).2
    simp [← h]
  · intro s hs
    have h : s i = b := (Finset.mem_filter.1 hs).2
    simp [← h]
  · intro s hs
    have h : s i = a := (Finset.mem_filter.1 hs).2
    simp [← h]
```

This says ⟨v, E_ab w⟩ = ⟨E_ba v, w⟩. For each site i, configurations with s_i = a are matched with those having level b there; `Finset.sum_nbij'` performs this relabelling.

```lean
/-- The inner product of a state with itself is the sum of its squared amplitudes. -/
theorem star_dot_self {N d : ℕ} (w : State N d) :
    star w ⬝ᵥ w = ((∑ s, ‖w s‖ ^ 2 : ℝ) : ℂ) := by
  rw [Complex.ofReal_sum]
  refine Finset.sum_congr rfl fun s _ => ?_
  rw [Pi.star_apply, Complex.star_def, mul_comm, Complex.mul_conj, Complex.normSq_eq_norm_sq]
```

Thus ⟨w,w⟩ = Σ_s |w(s)|², written ‖w‖² below.

```lean
/-- For `d ≥ 1`, the expectation of `T` is real and exceeds `N(N-d²)/(2d)` times the squared
norm by half the summed squared norms of the traceless generators applied to the state. -/
theorem expectation_eq {N d : ℕ} (hd : 0 < d) (v : State N d) :
    star v ⬝ᵥ transpositionSum N d v
      = ((N * (N - d ^ 2) / (2 * d) * ∑ s, ‖v s‖ ^ 2
        + 1 / 2 * ∑ a, ∑ b, ∑ s, ‖tracelessUnit a b v s‖ ^ 2 : ℝ) : ℂ) := by
  have hdot : ∀ f : Fin d → State N d, star v ⬝ᵥ (∑ a, f a) = ∑ a, star v ⬝ᵥ f a := by
    intro f
    simp only [dotProduct, Finset.sum_apply, Finset.mul_sum]
    exact Finset.sum_comm
  have hadj : ∀ (a b : Fin d) (w : State N d),
      star v ⬝ᵥ tracelessUnit b a w = star (tracelessUnit a b v) ⬝ᵥ w := by
    intro a b w
    by_cases h : a = b
    · subst h
      simp [tracelessUnit, dotProduct_sub, sub_dotProduct, collectiveUnit_adjoint]
    · simp [tracelessUnit, h, Ne.symm h, collectiveUnit_adjoint]
  have key := congrArg (fun w => star v ⬝ᵥ w) (sum_tracelessUnit_sq hd v)
  simp only [hdot, hadj, star_dot_self, dotProduct_sub, dotProduct_smul, smul_eq_mul] at key
  push_cast at key ⊢
  linear_combination (-1 / 2 : ℂ) * key
```

Since N/d is real, F_ba is the adjoint of F_ab (`hadj`), so ⟨v, F_ba F_ab v⟩ = ‖F_ab v‖². Taking the inner product of the Casimir identity with v and halving gives

⟨v,Tv⟩ = (N(N−d²)/(2d)) ‖v‖² + ½ Σ_ab ‖F_ab v‖².

For a numerical instance, take N = d = 2, where the bound is −1. Let v have amplitude 1 on (0,0) and zero elsewhere. Then ‖F_00 v‖² = ‖F_11 v‖² = 1, ‖F_10 v‖² = 2 and F_01 v = 0, so the right side is −1 + 4/2 = 1. Directly, Tv = v.

```lean
/-- On `N` sites of local dimension `d ≥ 1`, `T ≥ N(N-d²)/(2d)`. A state attains equality
exactly when every `E_ab` acts on it as `N/d` for `a = b` and as zero otherwise. -/
theorem singlet_bound {N d : ℕ} (hd : 0 < d) (v : State N d) :
    N * (N - d ^ 2) / (2 * d) * ∑ s, ‖v s‖ ^ 2 ≤ (star v ⬝ᵥ transpositionSum N d v).re ∧
    ((star v ⬝ᵥ transpositionSum N d v).re = N * (N - d ^ 2) / (2 * d) * ∑ s, ‖v s‖ ^ 2 ↔
      ∀ a b, collectiveUnit a b v = (if a = b then (N / d : ℂ) else 0) • v) := by
  rw [expectation_eq hd v, Complex.ofReal_re]
  have hQ : 0 ≤ ∑ a, ∑ b, ∑ s, ‖tracelessUnit a b v s‖ ^ 2 := by positivity
  refine ⟨by linarith, fun h a b => ?_, fun h => ?_⟩
  · -- a vanishing sum of squares vanishes term by term
    have h0 : ∑ a, ∑ b, ∑ s, ‖tracelessUnit a b v s‖ ^ 2 = 0 := by linarith
    have h1 := (Finset.sum_eq_zero_iff_of_nonneg (fun a _ => by positivity)).1 h0 a
      (Finset.mem_univ a)
    have h2 := (Finset.sum_eq_zero_iff_of_nonneg (fun b _ => by positivity)).1 h1 b
      (Finset.mem_univ b)
    have h3 : tracelessUnit a b v = 0 := by
      funext s
      have h4 := (Finset.sum_eq_zero_iff_of_nonneg (fun s _ => by positivity)).1 h2 s
        (Finset.mem_univ s)
      exact norm_eq_zero.1 (pow_eq_zero_iff two_ne_zero |>.1 h4)
    exact sub_eq_zero.1 h3
  · have h3 : ∀ a b, tracelessUnit a b v = 0 := fun a b => sub_eq_zero.2 (h a b)
    simp [h3]
```

The squares are non-negative, which gives the inequality. Equality makes their sum zero, hence every F_ab v = 0, which is E_ab v = δ_ab (N/d) v. The code descends through the sums over a, b and s with `Finset.sum_eq_zero_iff_of_nonneg`. The zero vector satisfies both sides of the equivalence.

For d = 2 and ħ = 1, T = S² + N(N−4)/4, where S is the total spin operator. The bound then says that a spin-½ model H = JT with J > 0, in which all pairs couple equally, has no energy below JN(N−4)/4. Identifying a real magnet with that model is a physical assumption.

## Which states attain it

```lean
/-- For `d ≥ 1`, a state satisfies the eigenvalue equation of `T` at `N(N-d²)/(2d)` exactly
when every `E_ab` acts on it as `N/d` for `a = b` and as zero otherwise. -/
theorem eigen_iff {N d : ℕ} (hd : 0 < d) (v : State N d) :
    transpositionSum N d v = (N * (N - d ^ 2) / (2 * d) : ℂ) • v ↔
      ∀ a b, collectiveUnit a b v = (if a = b then (N / d : ℂ) else 0) • v := by
  constructor
  · intro h
    refine (singlet_bound hd v).2.1 ?_
    have hc : (N * (N - d ^ 2) / (2 * d) : ℂ)
        = ((N * (N - d ^ 2) / (2 * d) : ℝ) : ℂ) := by push_cast; rfl
    rw [h, dotProduct_smul, smul_eq_mul, star_dot_self, hc, ← Complex.ofReal_mul,
      Complex.ofReal_re]
  · intro h
    have h3 : ∀ a b, tracelessUnit a b v = 0 := fun a b => sub_eq_zero.2 (h a b)
    have key := sum_tracelessUnit_sq hd v
    simp only [h3, map_zero, Finset.sum_const_zero] at key
    linear_combination (norm := module) (-1 / 2 : ℂ) • key
```

The singlet conditions are also equivalent to Tv = (N(N−d²)/(2d)) v. From the eigenvalue equation, take the inner product with v and use the equality case. Conversely, put F_ab v = 0 into the Casimir identity.

```lean
/-- For `d ≥ 1`, a nonzero state can attain the bound only if `d` divides the number of
sites. -/
theorem dvd_of_attained {N d : ℕ} (hd : 0 < d) (v : State N d) (hv : v ≠ 0)
    (h : (star v ⬝ᵥ transpositionSum N d v).re
      = N * (N - d ^ 2) / (2 * d) * ∑ s, ‖v s‖ ^ 2) : d ∣ N := by
  have hd' : (d : ℂ) ≠ 0 := Nat.cast_ne_zero.2 hd.ne'
  obtain ⟨s, hs⟩ := Function.ne_iff.1 hv
  have a : Fin d := ⟨0, hd⟩
  have ha := congrFun ((singlet_bound hd v).2.1 h a a) s
  -- `E_aa` counts the sites in level `a`
  have hcount : collectiveUnit a a v s
      = ((Finset.univ.filter fun i => s i = a).card : ℂ) * v s := by
    rw [← nsmul_eq_mul, ← Finset.sum_const, Finset.sum_filter]
    simp only [collectiveUnit, LinearMap.coe_mk, AddHom.coe_mk]
    refine Finset.sum_congr rfl fun i _ => ?_
    by_cases hi : s i = a
    · rw [if_pos hi, if_pos hi, ← hi, Function.update_eq_self]
    · rw [if_neg hi, if_neg hi]
  rw [hcount, if_pos rfl, Pi.smul_apply, smul_eq_mul] at ha
  have hk := mul_right_cancel₀ hs ha
  rw [eq_div_iff hd'] at hk
  refine ⟨(Finset.univ.filter fun i => s i = a).card, ?_⟩
  rw [mul_comm]
  exact_mod_cast hk.symm
```

E_aa multiplies v(s) by the number of sites in level a. Where v(s) ≠ 0, equality makes that integer N/d, so d divides N. Three spins-½, for instance, cannot reach their bound of −3/4.

```lean
/-- The determinant state of `d` sites with `d` levels: its amplitude is the determinant of
the matrix of site occupations. -/
def determinantState (d : ℕ) : State d d :=
  fun s => Matrix.det (Matrix.of fun i j => if s i = j then (1 : ℂ) else 0)
```

For N = d, this is the fully antisymmetric state, unnormalised; dividing by √(d!) normalises it. For d = 2 its amplitudes are 1 on (0,1) and −1 on (1,0).

```lean
/-- For `N = d ≥ 1` the determinant state is nonzero and is an eigenvector of `T` whose
eigenvalue is the lower bound. -/
theorem determinantState_attains {d : ℕ} (hd : 0 < d) :
    determinantState d ≠ 0 ∧ transpositionSum d d (determinantState d)
      = (d * (d - d ^ 2) / (2 * d) : ℂ) • determinantState d := by
  have hd' : (d : ℂ) ≠ 0 := Nat.cast_ne_zero.2 hd.ne'
  constructor
  · intro h
    have h1 : determinantState d id = 1 := by
      have hM : (Matrix.of fun i j : Fin d => if id i = j then (1 : ℂ) else 0) = 1 := by
        ext i j
        simp [Matrix.one_apply]
      rw [determinantState, hM, Matrix.det_one]
    rw [h] at h1
    exact zero_ne_one h1
  · funext s
    -- exchanging two sites exchanges two rows of the determinant
    have hswap : ∀ i j : Fin d, i < j →
        determinantState d (s ∘ Equiv.swap i j) = -determinantState d s := by
      intro i j hij
      have h := Matrix.det_permute (Equiv.swap i j)
        (Matrix.of fun i j => if s i = j then (1 : ℂ) else 0)
      rw [Equiv.Perm.sign_swap hij.ne] at h
      simp only [Units.val_neg, Units.val_one, Int.cast_neg, Int.cast_one, neg_one_mul] at h
      exact h
    have hS : transpositionSum d d (determinantState d) s
        = ∑ i : Fin d, ∑ j with i < j, -determinantState d s := by
      rw [transpositionSum_apply]
      exact Finset.sum_congr rfl fun i _ => Finset.sum_congr rfl fun j hj =>
        hswap i j (Finset.mem_filter.1 hj).2
    have hp := sum_pairs (fun _ _ : Fin d => -determinantState d s) (fun _ _ => rfl)
    rw [← hS] at hp
    simp only [Finset.sum_const, Finset.card_univ, Fintype.card_fin, nsmul_eq_mul] at hp
    have hc : (d * (d - d ^ 2) / (2 * d) : ℂ) = (d - d ^ 2) / 2 := by
      rw [mul_comm (2 : ℂ), mul_div_mul_left _ _ hd']
    rw [Pi.smul_apply, smul_eq_mul, hc]
    linear_combination (-1 / 2 : ℂ) * hp

end

end SingletBound
```

The amplitude at s_i = i is det 1 = 1, so the state is nonzero. An exchange swaps two rows of the determinant (`hswap`), so each of the d(d−1)/2 pairs contributes −1:

T = −d(d−1)/2 = d(d−d²)/(2d).

The bound is therefore attained by a nonzero state for every d ≥ 1 when N = d.

```lean
#print axioms SingletBound.singlet_bound
-- 'SingletBound.singlet_bound' depends on axioms: [propext, Classical.choice, Quot.sound]
#print axioms SingletBound.eigen_iff
-- 'SingletBound.eigen_iff' depends on axioms: [propext, Classical.choice, Quot.sound]
#print axioms SingletBound.dvd_of_attained
-- 'SingletBound.dvd_of_attained' depends on axioms: [propext, Classical.choice, Quot.sound]
#print axioms SingletBound.determinantState_attains
-- 'SingletBound.determinantState_attains' depends on axioms: [propext, Classical.choice, Quot.sound]
```
